# The connection A_x = 0, A_y = xF has constant curvature F

On the plane with real coordinates x and y, take a matrix-valued connection with components A_x = 0 and A_y = xF, where F is a fixed complex n × n matrix of finite size. The lemma states that its curvature, ∂ₓA_y − ∂_yA_x + [A_x, A_y], equals F at every point. Nothing further is asked of F: it need not be Hermitian, anti-Hermitian or traceless. The attempt compares the two sides entry by entry, shows that the derivative of s F_ij with respect to s is F_ij, and restates the goal with `change` so that this derivative can be put in and the remaining zero terms simplified.

The failing Lean file:

```lean
import Mathlib

open Matrix

namespace LinearConnectionCurvature

noncomputable section

variable {n : ℕ}

/-- The curvature `∂ₓ A_y - ∂_y A_x + [A_x, A_y]` of a connection on the plane with
differentiable matrix components; the derivatives are taken entry by entry. -/
def curvature (Ax Ay : ℝ → ℝ → Matrix (Fin n) (Fin n) ℂ) (x y : ℝ) :
    Matrix (Fin n) (Fin n) ℂ :=
  Matrix.of (fun i j => deriv (fun s => Ay s y i j) x - deriv (fun s => Ax x s i j) y)
    + (Ax x y * Ay x y - Ay x y * Ax x y)

/-- The connection `A_x = 0`, `A_y = x F` has constant curvature `F` for every complex
matrix `F`, whatever its trace. -/
theorem linear_connection_curvature (F : Matrix (Fin n) (Fin n) ℂ) (x y : ℝ) :
    curvature (fun _ _ => 0) (fun s _ => (s : ℂ) • F) x y = F := by
  ext i j
  have hd : HasDerivAt (fun s : ℝ => (s : ℂ) * F i j) (F i j) x := by
    simpa using (hasDerivAt_id x).ofReal_comp.mul_const (F i j)
  change deriv (fun s : ℝ => (s : ℂ) * F i j) x - deriv (fun _ : ℝ => (0 : ℂ)) y
    + (0 * ((x : ℂ) • F) - ((x : ℂ) • F) * 0) i j = F i j
  rw [hd.deriv]
  simp

end

end LinearConnectionCurvature
```

The compiler's answer:

```
Main.lean:26:6: error: Function expected at
  0 * ↑x • F - ↑x • F * 0
but this term has type
  ?m.111

Note: Expected a function because this term is being applied to the argument
  i
```

What went wrong. The error lies in how the restated goal is written, not in the mathematics. In the `change` line, the commutator `(0 * ((x : ℂ) • F) - ((x : ℂ) • F) * 0)` is applied to the indices `i j` to pick out one entry. To accept that application, Lean must know that the bracketed expression is a function. The message shows that its type was still undetermined, the placeholder `?m.111`, when Lean came to apply it to `i`, so Lean reported "Function expected".

The diff adds the type `Matrix (Fin n) (Fin n) ℂ` inside the brackets. A matrix in Mathlib is by definition a function of a row index and a column index, so with the type stated the expression can be applied to `i` and `j`. This is the only change; the derivative proof and the closing `rw` and `simp` stay as they were.

The repair, with which the file compiles:

```diff
@@ -24,5 +24,5 @@
     simpa using (hasDerivAt_id x).ofReal_comp.mul_const (F i j)
   change deriv (fun s : ℝ => (s : ℂ) * F i j) x - deriv (fun _ : ℝ => (0 : ℂ)) y
-    + (0 * ((x : ℂ) • F) - ((x : ℂ) • F) * 0) i j = F i j
+    + (0 * ((x : ℂ) • F) - ((x : ℂ) • F) * 0 : Matrix (Fin n) (Fin n) ℂ) i j = F i j
   rw [hd.deriv]
   simp
```
